# Saturation and partial polarisation in the Stoner model of a three-dimensional electron gas

Let a uniform electron gas with relative magnetisation $m\in[0,1]$ have the energy

$$E(m)=A\left[(1+m)^{5/3}+(1-m)^{5/3}\right]-Bm^2,\qquad A>0,\quad B\in\mathbb R .$$

The fully polarised state $m=1$ minimises $E$ on $[0,1]$ if and only if $B\ge\frac56\,2^{2/3}A$. A partially polarised state $0<m<1$ minimises it if and only if

$$B=A\,c(m),\qquad c(m)=\frac{5}{6}\,\frac{(1+m)^{2/3}-(1-m)^{2/3}}{m}.$$

Among partially polarised ground states at fixed $A$, a larger $B$ gives a strictly larger magnetisation.

## From two Fermi seas to the saturation threshold

With total density $n$, the spin densities are $n_\uparrow=n(1+m)/2$ and $n_\downarrow=n(1-m)/2$. A free three-dimensional gas of one spin species has kinetic energy density proportional to $n_\sigma^{5/3}$, which gives the first term of $E$. If $E_F$ is the Fermi energy of the unpolarised gas, the scale per electron is $A=\frac{3}{10}E_F$. The second term is the mean-field exchange gain. A contact repulsion $Un_\uparrow n_\downarrow=\frac{Un^2}{4}(1-m^2)$ produces it, up to a constant, with $B=Un/4$ per electron.

Write $s(m)=(1+m)^{2/3}-(1-m)^{2/3}$ for the difference between the majority and minority Fermi energies in units of $E_F$. Differentiating the energy gives

$$E'(m)=\tfrac53A\,s(m)-2Bm=2m\,\bigl(A\,c(m)-B\bigr),\qquad c(m)=\frac{5\,s(m)}{6m},$$

where the second form needs $m\neq0$. The sign of the slope is therefore decided by comparing $A\,c(m)$ with $B$, and the argument rests on $c$ being strictly increasing.

To see that it is, differentiate $s$ twice on $(0,1)$:

$$s'(m)=\tfrac23\left[(1+m)^{-1/3}+(1-m)^{-1/3}\right],\qquad
s''(m)=\tfrac29\left[(1-m)^{-4/3}-(1+m)^{-4/3}\right]>0 .$$

Since $s$ is continuous on $[0,1]$, it is strictly convex there, and $s(0)=0$. For $0<x<y\le1$ the point $x$ is the weighted mean $(1-\frac xy)\cdot0+\frac xy\cdot y$, so strict convexity gives $s(x)<\frac xy\,s(y)$. Dividing by $x$ yields $s(x)/x<s(y)/y$, hence $c(x)<c(y)$.

Now fix $m\in(0,1]$. If $B\ge A\,c(m)$, then every $x\in(0,m)$ satisfies $A\,c(x)<A\,c(m)\le B$. Thus $E'(x)<0$, and $E$ falls strictly on $[0,m]$. If $B\le A\,c(m)$, the same comparison for $x\in(m,1)$ gives $E'(x)>0$, and $E$ rises strictly on $[m,1]$.

These two facts give the sufficient conditions. When $B=A\,c(m)$ with $0<m<1$, the energy falls up to $m$ and rises after it, so $m$ is the unique minimiser. When $B\ge A\,c(1)$, the energy falls all the way to $m=1$. The threshold follows from $s(1)=2^{2/3}$, which gives $c(1)=\frac56\,2^{2/3}$.

For the necessary conditions, an interior minimum has $E'(m)=0$, and since $m>0$ this forces $B=A\,c(m)$. At the endpoint only a one-sided argument is available. If $m=1$ is a minimum, then for $0<x<1$

$$\frac{E(x)-E(1)}{x-1}\le0,$$

because the numerator is nonnegative and the denominator negative. Letting $x\to1$ from below gives $E'(1)=2(A\,c(1)-B)\le0$, so $B\ge A\,c(1)$.

Finally, suppose that $m_1$ and $m_2$ are partially polarised minimisers for $B_1<B_2$. Then $A\,c(m_1)=B_1<B_2=A\,c(m_2)$, and the monotonicity of $c$ gives $m_1<m_2$.

For the contact repulsion, the saturation condition reads $Un\ge2^{2/3}E_F$. The right side is the kinetic energy released when an electron at the top of the full majority sea moves to the bottom of the empty minority band, and the left side is the interaction energy that this spin flip costs. At the other end, $s(m)\approx\frac43m$ for small $m$ gives $c(m)\to\frac{10}{9}$, which places the partially polarised states at $\frac{10}{9}A<B<\frac56\,2^{2/3}A$; this lower limit combines the expansion with the monotonicity of $c$ and is not among the theorems below.

## The energy and its slope in Lean

The development uses real numbers, with real exponents for the fractional powers.

```lean
import Mathlib

open Set Filter Topology

namespace StonerPolarisedGas

noncomputable section
```

The function `energy A B m` is $E(m)$. The constants `A` and `B` are free parameters, and their relation to $E_F$ and $U$ belongs to the physical reading.

```lean
/-- Energy of the electron gas at relative magnetisation `m`: kinetic energy of the two spin
populations with scale `A`, minus the exchange gain `B m ^ 2`. -/
def energy (A B m : ℝ) : ℝ :=
  A * ((1 + m) ^ (5 / 3 : ℝ) + (1 - m) ^ (5 / 3 : ℝ)) - B * m ^ 2
```

The functions $s$ and $c$ become `splitting` and `coupling`.

```lean
/-- Difference of the Fermi energies of the majority and minority spins, in units of the
Fermi energy of the unpolarised gas. -/
def splitting (m : ℝ) : ℝ := (1 + m) ^ (2 / 3 : ℝ) - (1 - m) ^ (2 / 3 : ℝ)

/-- The Fermi-energy splitting per unit magnetisation, scaled to be compared with `B / A`. -/
def coupling (m : ℝ) : ℝ := 5 / 6 * splitting m / m
```

Two lemmas differentiate powers of $1+x$ and $1-x$ by the chain rule. Their hypothesis asks for a nonzero base or an exponent of at least one. The second alternative covers the exponent $5/3$ at $x=1$, where the minority density vanishes.

```lean
/-- Derivative of a power of `1 + x`, the majority-spin density in units of half the total density.
-/
lemma hasDerivAt_majority (p x : ℝ) (h : 1 + x ≠ 0 ∨ 1 ≤ p) :
    HasDerivAt (fun y : ℝ => (1 + y) ^ p) (p * (1 + x) ^ (p - 1)) x := by
  have h1 : HasDerivAt (fun y : ℝ => 1 + y) 1 x := (hasDerivAt_id' x).const_add 1
  exact (h1.rpow_const h).congr_deriv (by ring)

/-- Derivative of a power of `1 - x`, the minority-spin density in units of half the total density.
-/
lemma hasDerivAt_minority (p x : ℝ) (h : 1 - x ≠ 0 ∨ 1 ≤ p) :
    HasDerivAt (fun y : ℝ => (1 - y) ^ p) (-(p * (1 - x) ^ (p - 1))) x := by
  have h1 : HasDerivAt (fun y : ℝ => 1 - y) (-1) x := (hasDerivAt_id' x).const_sub 1
  exact (h1.rpow_const h).congr_deriv (by ring)
```

Combining them gives $E'(x)=\frac53A\,s(x)-2Bx$. The theorem holds for every real `x`, so at $x=1$ it is a two-sided derivative that involves Mathlib's values for powers of negative numbers; the endpoint argument later uses only the physical side $x<1$.

```lean
/-- The slope of the energy is the Fermi-energy splitting minus the exchange field, each with
its prefactor. -/
theorem hasDerivAt_energy (A B x : ℝ) :
    HasDerivAt (energy A B) (5 / 3 * A * splitting x - 2 * B * x) x := by
  have hsq : HasDerivAt (fun y : ℝ => y ^ 2) (2 * x) x := by
    simpa using hasDerivAt_pow 2 x
  have h := (((hasDerivAt_majority (5 / 3) x (Or.inr (by norm_num))).fun_add
    (hasDerivAt_minority (5 / 3) x (Or.inr (by norm_num)))).const_mul A).fun_sub
    (hsq.const_mul B)
  refine h.congr_deriv ?_
  rw [show (5 / 3 : ℝ) - 1 = 2 / 3 by norm_num]
  unfold splitting
  ring
```

## Convexity of the Fermi-energy splitting

In the next proof, `D` is $s'$. The facts `hD` and `hD2` compute $s'$ and $s''$ on the open interval, away from the divergence of $s'$ at $m=1$. The inequality $(1+x)^{-4/3}<(1-x)^{-4/3}$ is supplied by `Real.rpow_lt_rpow_of_neg`, since a negative power reverses the order of positive bases. It makes $s''$ positive and $s'$ strictly increasing. Together with continuity on the closed interval, this gives strict convexity on `Icc 0 1`, which is $[0,1]$.

```lean
/-- The Fermi-energy splitting is a strictly convex function of the magnetisation on `[0, 1]`. -/
theorem splitting_strictConvexOn : StrictConvexOn ℝ (Icc 0 1) splitting := by
  -- first derivative of the splitting, and its own derivative
  let D : ℝ → ℝ := fun x =>
    2 / 3 * (1 + x) ^ (2 / 3 - 1 : ℝ) + 2 / 3 * (1 - x) ^ (2 / 3 - 1 : ℝ)
  have hD : ∀ x ∈ Ioo (0 : ℝ) 1, HasDerivAt splitting (D x) x := by
    intro x hx
    have h := (hasDerivAt_majority (2 / 3) x (Or.inl (by linarith [hx.1]))).fun_sub
      (hasDerivAt_minority (2 / 3) x (Or.inl (by linarith [hx.2])))
    exact h.congr_deriv (sub_neg_eq_add _ _)
  have hD2 : ∀ x ∈ Ioo (0 : ℝ) 1, HasDerivAt D
      (2 / 3 * ((2 / 3 - 1) * (1 + x) ^ (2 / 3 - 1 - 1 : ℝ)) +
        2 / 3 * (-((2 / 3 - 1) * (1 - x) ^ (2 / 3 - 1 - 1 : ℝ)))) x := by
    intro x hx
    exact ((hasDerivAt_majority (2 / 3 - 1) x (Or.inl (by linarith [hx.1]))).const_mul
      (2 / 3)).fun_add ((hasDerivAt_minority (2 / 3 - 1) x
        (Or.inl (by linarith [hx.2]))).const_mul (2 / 3))
  have hmono : StrictMonoOn D (Ioo 0 1) := by
    apply strictMonoOn_of_deriv_pos (convex_Ioo 0 1)
    · exact fun x hx => (hD2 x hx).continuousAt.continuousWithinAt
    · intro x hx
      rw [interior_Ioo] at hx
      rw [(hD2 x hx).deriv]
      have h : (1 + x) ^ (2 / 3 - 1 - 1 : ℝ) < (1 - x) ^ (2 / 3 - 1 - 1 : ℝ) :=
        Real.rpow_lt_rpow_of_neg (by linarith [hx.2]) (by linarith [hx.1]) (by norm_num)
      linarith
  apply StrictMonoOn.strictConvexOn_of_deriv (convex_Icc 0 1)
  · have hc : Continuous splitting :=
      ((continuous_const.add continuous_id).rpow_const
        (fun _ => Or.inr (by norm_num))).sub
      ((continuous_const.sub continuous_id).rpow_const (fun _ => Or.inr (by norm_num)))
    exact hc.continuousOn
  · rw [interior_Icc]
    intro x hx y hy hxy
    rw [(hD x hx).deriv, (hD y hy).deriv]
    exact hmono hx hy hxy
```

The chord argument then shows that `coupling` is strictly increasing on `Ioc 0 1`, the interval $(0,1]$. The proof applies convexity to the points $0$ and $y$ with weights $1-x/y$ and $x/y$, as in the derivation, and clears the denominators.

```lean
/-- The scaled splitting per unit magnetisation increases strictly with the magnetisation on `(0,
1]`. -/
theorem coupling_strictMonoOn : StrictMonoOn coupling (Ioc 0 1) := by
  intro x hx y hy hxy
  have hy0 : 0 < y := hy.1
  have h0 : splitting 0 = 0 := by simp [splitting]
  -- compare the convex splitting with its chord from the origin to `y`
  have h := splitting_strictConvexOn.2 (left_mem_Icc.2 zero_le_one) ⟨hy0.le, hy.2⟩
    hy0.ne (sub_pos.2 ((div_lt_one hy0).2 hxy)) (div_pos hx.1 hy0) (sub_add_cancel 1 (x / y))
  simp only [smul_eq_mul, mul_zero, zero_add, h0, div_mul_cancel₀ x hy0.ne'] at h
  have h2 := mul_lt_mul_of_pos_right h hy0
  have h3 : x / y * splitting y * y = x * splitting y := by field_simp
  unfold coupling
  rw [div_lt_div_iff₀ hx.1 hy0]
  linarith
```

## Where the energy falls and where it rises

The factorisation $E'(x)=2x\,(A\,c(x)-B)$ is an algebraic identity for $x\ne0$.

```lean
/-- At nonzero magnetisation the slope of the energy is `2 * x` times the difference between `A *
coupling x` and the exchange constant `B`. -/
lemma slope_eq (A B : ℝ) {x : ℝ} (hx : x ≠ 0) :
    5 / 3 * A * splitting x - 2 * B * x = 2 * x * (A * coupling x - B) := by
  have h : coupling x * x = 5 / 6 * splitting x := div_mul_cancel₀ _ hx
  linear_combination (-2 * A) * h
```

The next two theorems carry the sufficient conditions. Each takes `m` in $(0,1]$ and one inequality between `B` and `A * coupling m`. Each finds the sign of the derivative inside the interval from the monotonicity of `coupling`, and continuity extends the strict monotonicity of the energy to the endpoints.

```lean
/-- If the exchange constant is at least `A * coupling m`, the energy falls strictly as the
magnetisation grows from zero to `m`. -/
theorem energy_strictAntiOn {A B m : ℝ} (hA : 0 < A) (hm : m ∈ Ioc (0 : ℝ) 1)
    (hB : A * coupling m ≤ B) : StrictAntiOn (energy A B) (Icc 0 m) := by
  apply strictAntiOn_of_deriv_neg (convex_Icc 0 m)
  · exact fun x _ => (hasDerivAt_energy A B x).continuousAt.continuousWithinAt
  · intro x hx
    rw [interior_Icc] at hx
    rw [(hasDerivAt_energy A B x).deriv, slope_eq A B hx.1.ne']
    have h := mul_lt_mul_of_pos_left
      (coupling_strictMonoOn ⟨hx.1, hx.2.le.trans hm.2⟩ hm hx.2) hA
    exact mul_neg_of_pos_of_neg (by linarith [hx.1]) (by linarith)

/-- If the exchange constant is at most `A * coupling m`, the energy rises strictly as the
magnetisation grows from `m` to saturation. -/
theorem energy_strictMonoOn {A B m : ℝ} (hA : 0 < A) (hm : m ∈ Ioc (0 : ℝ) 1)
    (hB : B ≤ A * coupling m) : StrictMonoOn (energy A B) (Icc m 1) := by
  apply strictMonoOn_of_deriv_pos (convex_Icc m 1)
  · exact fun x _ => (hasDerivAt_energy A B x).continuousAt.continuousWithinAt
  · intro x hx
    rw [interior_Icc] at hx
    have hx0 : 0 < x := hm.1.trans hx.1
    rw [(hasDerivAt_energy A B x).deriv, slope_eq A B hx0.ne']
    have h := mul_lt_mul_of_pos_left (coupling_strictMonoOn hm ⟨hx0, hx.2.le⟩ hx.1) hA
    exact mul_pos (by linarith) (by linarith)
```

## The ground-state conditions

The statement `IsMinOn (energy A B) (Icc 0 1) 1` says that $E(1)\le E(x)$ for every $x\in[0,1]$. The theorem `saturated_iff` makes this equivalent to $\frac56\,2^{2/3}A\le B$. The only hypothesis is $A>0$, and no sign is imposed on $B$.

The proof first evaluates `coupling 1`. In the forward direction, `hasDerivAt_iff_tendsto_slope` turns the derivative into a limit of difference quotients, which is then restricted to points below $1$. There the quotients are nonpositive, and `le_of_tendsto` passes the inequality to the limit. The reverse direction applies `energy_strictAntiOn` with $m=1$.

```lean
/-- The fully polarised state minimises the energy exactly when the exchange constant `B`
is at least `(5/6) 2^(2/3) A`. -/
theorem saturated_iff {A B : ℝ} (hA : 0 < A) :
    IsMinOn (energy A B) (Icc 0 1) 1 ↔ 5 / 6 * (2 : ℝ) ^ (2 / 3 : ℝ) * A ≤ B := by
  have h1 : coupling 1 = 5 / 6 * (2 : ℝ) ^ (2 / 3 : ℝ) := by
    unfold coupling splitting
    rw [show (1 : ℝ) + 1 = 2 by norm_num, sub_self, Real.zero_rpow (by norm_num),
      sub_zero, div_one]
  rw [← h1, mul_comm]
  constructor
  · intro hmin
    -- difference quotients from the left are nonpositive, hence so is the slope
    have ht := (hasDerivAt_iff_tendsto_slope.1 (hasDerivAt_energy A B 1)).mono_left
      (show 𝓝[<] (1 : ℝ) ≤ 𝓝[≠] (1 : ℝ) from
        nhdsWithin_mono (1 : ℝ) (fun x (hx : x < 1) => hx.ne))
    have hle : 5 / 3 * A * splitting 1 - 2 * B * 1 ≤ 0 := by
      refine le_of_tendsto ht ?_
      filter_upwards [Ioo_mem_nhdsLT (zero_lt_one' ℝ)] with x hx
      rw [slope_def_field]
      have hx1 : energy A B 1 ≤ energy A B x := hmin ⟨hx.1.le, hx.2.le⟩
      exact div_nonpos_of_nonneg_of_nonpos (by linarith) (by linarith [hx.2])
    rw [slope_eq A B one_ne_zero] at hle
    linarith
  · intro hB x hx
    exact (energy_strictAntiOn hA ⟨one_pos, le_rfl⟩ hB).antitoneOn hx
      (right_mem_Icc.2 zero_le_one) hx.2
```

For a partially polarised state, `m` lies in `Ioo 0 1`, the open interval $(0,1)$. The forward direction uses the vanishing derivative at an interior local minimum; the factor $2m$ is nonzero, so the other factor must vanish. The reverse direction splits the competitors into $x\le m$ and $x\ge m$ and uses the falling and rising branches. Every such `m` is therefore a ground state for exactly one value of $B$ at given $A$.

```lean
/-- A partially polarised state `0 < m < 1` minimises the energy exactly when the exchange
constant equals `A * coupling m`. -/
theorem partial_iff {A B m : ℝ} (hA : 0 < A) (hm : m ∈ Ioo (0 : ℝ) 1) :
    IsMinOn (energy A B) (Icc 0 1) m ↔ B = A * coupling m := by
  have hm' : m ∈ Ioc (0 : ℝ) 1 := ⟨hm.1, hm.2.le⟩
  constructor
  · intro hmin
    have h := (hmin.isLocalMin (Icc_mem_nhds hm.1 hm.2)).hasDerivAt_eq_zero
      (hasDerivAt_energy A B m)
    rw [slope_eq A B hm.1.ne'] at h
    rcases mul_eq_zero.1 h with h | h <;> linarith [hm.1]
  · intro hB x hx
    rcases le_total x m with h | h
    · exact (energy_strictAntiOn hA hm' hB.ge).antitoneOn ⟨hx.1, h⟩ ⟨hm.1.le, le_rfl⟩ h
    · exact (energy_strictMonoOn hA hm' hB.le).monotoneOn ⟨le_rfl, hm.2.le⟩ ⟨h, hx.2⟩ h
```

The last theorem compares two exchange constants at the same `A`. It assumes that `m₁` and `m₂` are partially polarised minimisers for `B₁` and `B₂`. Replacing each exchange constant by its value from `partial_iff` reduces the claim to the monotonicity of `coupling`.

```lean
/-- Among partially polarised ground states at fixed kinetic scale, a larger exchange constant
gives a strictly larger magnetisation. -/
theorem magnetisation_grows {A B₁ B₂ m₁ m₂ : ℝ} (hA : 0 < A)
    (h₁ : m₁ ∈ Ioo (0 : ℝ) 1) (h₂ : m₂ ∈ Ioo (0 : ℝ) 1)
    (hmin₁ : IsMinOn (energy A B₁) (Icc 0 1) m₁)
    (hmin₂ : IsMinOn (energy A B₂) (Icc 0 1) m₂) (hB : B₁ < B₂) : m₁ < m₂ := by
  rw [(partial_iff hA h₁).1 hmin₁, (partial_iff hA h₂).1 hmin₂] at hB
  exact (coupling_strictMonoOn.lt_iff_lt ⟨h₁.1, h₁.2.le⟩ ⟨h₂.1, h₂.2.le⟩).1
    (lt_of_mul_lt_mul_left hB hA.le)

end

end StonerPolarisedGas
```

```lean
#print axioms StonerPolarisedGas.saturated_iff
#print axioms StonerPolarisedGas.partial_iff
#print axioms StonerPolarisedGas.magnetisation_grows
```

```
'StonerPolarisedGas.saturated_iff' depends on axioms: [propext, Classical.choice, Quot.sound]
'StonerPolarisedGas.partial_iff' depends on axioms: [propext, Classical.choice, Quot.sound]
'StonerPolarisedGas.magnetisation_grows' depends on axioms: [propext, Classical.choice, Quot.sound]
```

The energy describes a uniform gas at zero temperature with a parabolic band, collinear spins and an exchange gain exactly quadratic in $m$. Correlation, band structure and spatially varying magnetisation are absent, and the quadratic form is an assumption of the model, not a consequence of the Coulomb interaction. Within that mean-field model, the result gives the exchange strength that produces a given partial spin polarisation and the threshold at which the minority Fermi sea empties.
